# The Raman average $(2\,\mathrm{tr}A^2+(\mathrm{tr}A)^2)/15$ from twelve icosahedron directions, for real symmetric $A$

## Orientation as a list of twelve directions

The orientation of a molecule relative to the laboratory is represented here by a finite list: the light's polarisation points, in the molecule's own axes, along each of the twelve vertices of an icosahedron in turn, with equal weight. An orientational average is then a sum of twelve terms divided by 12. The resulting formula is the familiar one for a sample with random orientations, but the file contains only the finite sum and no integral over rotations.

The molecule enters through a real $3\times3$ matrix $A$. For vibrational Raman scattering, $A$ is the derivative of the polarisability along a normal coordinate. Light polarised along a unit vector $n$ induces a dipole proportional to $An$. An analyser parallel to $n$ passes the component $n^{\mathsf T}An$, so the parallel intensity is the mean of $(n^{\mathsf T}An)^2$. An analyser perpendicular to $n$ passes a component of $An$ along a direction orthogonal to $n$; the squares for two such orthogonal directions are averaged.

## The directions and the quantities in Lean

Let $\varphi=(1+\sqrt5)/2$ be the golden ratio and let $s,t=\pm1$. With coordinates numbered 0, 1, 2, the unnormalised vertices $c$ are

$$(0,s,t\varphi),\qquad (t\varphi,0,s),\qquad (s,t\varphi,0),$$

and the directions are $n=c/\sqrt{1+\varphi^2}$. In the file, a label in `Vertex` consists of a cyclic position and two Boolean signs, `corner` gives $c$, `scale` is $1/\sqrt{1+\varphi^2}$ and `vertex` gives $n$. The mean over the twelve labels, written $\langle\cdot\rangle$ below, is `icosaMean`.

The main theorem, `icosahedral_raman_average`, says that for every real symmetric $A$

$$\langle (n^{\mathsf T}An)^2\rangle=\frac{2\,\mathrm{tr}A^2+(\mathrm{tr}A)^2}{15}.$$

The expression `vertex v ⬝ᵥ A *ᵥ vertex v` is $n\cdot(An)$, and `A.IsSymm` is the symmetry hypothesis, which stands for scattering far from resonance, where the antisymmetric part is usually negligible. The theorem `parallel_general` drops symmetry and has $\mathrm{tr}A^2+\mathrm{tr}AA^{\mathsf T}$ in place of $2\,\mathrm{tr}A^2$.

For the perpendicular intensity, each vertex $v$ carries a matrix `F v` whose rows are laboratory axes. The hypothesis `hF` makes them orthonormal, and `h0` makes row 0 the polarisation direction $n$. Either handedness is allowed.

Complex polarisabilities, frequency factors and thermal populations are absent from the model. Within it, for a fixed real symmetric tensor, a simulation can replace orientational sampling of these intensities by the twelve directions, with both perpendicular components evaluated at each.

## The fourth-order average

Since $\varphi^2=\varphi+1$,

$$\varphi^4=\varphi^2+2\varphi+1=3\varphi+2=3\varphi^2-1.$$

For the first type of vertex,

$$c^{\mathsf T}Ac=A_{11}+\varphi^2A_{22}+st\,\varphi(A_{12}+A_{21}).$$

Squaring and summing over the four sign choices removes the cross term and leaves

$$4\left[(A_{11}+\varphi^2A_{22})^2+\varphi^2(A_{12}+A_{21})^2\right].$$

The other two types follow by cyclic permutation of the indices. Define

$$D=\sum_iA_{ii}^2,\qquad E=\sum_{i<j}A_{ii}A_{jj},\qquad S=\sum_{i<j}(A_{ij}+A_{ji})^2.$$

The sum over all twelve vertices is

$$4\left[(1+\varphi^4)D+2\varphi^2E+\varphi^2S\right]=4\varphi^2(3D+2E+S),$$

because $1+\varphi^4=3\varphi^2$. Normalisation divides this by $(1+\varphi^2)^2=1+2\varphi^2+\varphi^4=5\varphi^2$, and the mean divides it by 12:

$$\langle(n^{\mathsf T}An)^2\rangle=\frac{3D+2E+S}{15}.$$

Now $(\mathrm{tr}A)^2=D+2E$, and

$$\mathrm{tr}A^2+\mathrm{tr}AA^{\mathsf T}=2D+\sum_{i<j}(A_{ij}^2+2A_{ij}A_{ji}+A_{ji}^2)=2D+S.$$

Adding the two gives the general formula. For symmetric $A$, $\mathrm{tr}AA^{\mathsf T}=\mathrm{tr}A^2$, which gives the main theorem.

## Perpendicular intensity and depolarisation

In the sum of $c_ic_j$ over the vertices, the signs cancel all terms with $i\ne j$. Each coordinate is $\pm1$ at four vertices, $\pm\varphi$ at four and zero at four, so the diagonal sums are $4(1+\varphi^2)$. Hence $\langle n_in_j\rangle=\delta_{ij}/3$, where $\delta_{ij}$ is 1 for $i=j$ and 0 otherwise, and

$$\langle|An|^2\rangle=\tfrac13\mathrm{tr}AA^{\mathsf T}.$$

In an orthonormal frame with first axis $n$, the squared perpendicular components of $An$ add up to $|An|^2-(n^{\mathsf T}An)^2$. For symmetric $A$, half of the mean of this is

$$\frac12\left[\frac{\mathrm{tr}A^2}{3}-\frac{2\,\mathrm{tr}A^2+(\mathrm{tr}A)^2}{15}\right]=\frac{3\,\mathrm{tr}A^2-(\mathrm{tr}A)^2}{30}.$$

Let $a=\mathrm{tr}A/3$, and define the squared anisotropy by

$$\gamma^2=\tfrac12\sum_{i<j}(A_{ii}-A_{jj})^2+3\sum_{i<j}A_{ij}^2.$$

Expanding gives $\gamma^2=D-E+3\sum_{i<j}A_{ij}^2=\tfrac12\left(3\,\mathrm{tr}A^2-(\mathrm{tr}A)^2\right)$. Writing $I_\parallel$ and $I_\perp$ for the two intensities, substitution yields

$$I_\parallel=a^2+\frac{4\gamma^2}{45},\qquad I_\perp=\frac{\gamma^2}{15}.$$

Therefore $\tfrac34I_\parallel-I_\perp=\tfrac34a^2\ge0$, with equality exactly when $\mathrm{tr}A=0$. Stated as an inequality between intensities, this also holds for $A=0$, where their ratio has no meaning.

## A diagonal tensor in numbers

Take $A=\mathrm{diag}(1,1,2)$ in arbitrary units. Then $n^{\mathsf T}An=1+n_2^2$, and $n_2^2$ takes the values $0.7236$, $0.2764$ and $0$, each at four vertices. The parallel mean is

$$\frac{1.7236^2+1.2764^2+1^2}{3}\approx1.8667.$$

The formula, with $\mathrm{tr}A=4$ and $\mathrm{tr}A^2=6$, gives $(12+16)/15=28/15\approx1.8667$. Here $\gamma^2=1$, so the perpendicular intensity is $1/15$ and the ratio $I_\perp/I_\parallel$ is $1/28$, well below $3/4$.

## The complete Lean file

```lean
import Mathlib

open Matrix

namespace IcosahedralRaman

noncomputable section

/-- The golden ratio. -/
def phi : ℝ := (1 + √5) / 2

/-- The sign attached to a Boolean label. -/
def sgn : Bool → ℝ
  | true => 1
  | false => -1

/-- Labels of the twelve vertices: a cyclic position and two signs. -/
abbrev Vertex := Fin 3 × Bool × Bool

/-- The icosahedron vertices, cyclic permutations of `(0, ±1, ±φ)`. -/
def corner : Vertex → Fin 3 → ℝ
  | (0, s, t) => ![0, sgn s, sgn t * phi]
  | (1, s, t) => ![sgn t * phi, 0, sgn s]
  | (2, s, t) => ![sgn s, sgn t * phi, 0]

/-- The inverse distance of a vertex from the centre. -/
def scale : ℝ := (√(1 + phi ^ 2))⁻¹

/-- The normalised vertex, a direction in space. -/
def vertex (v : Vertex) : Fin 3 → ℝ := scale • corner v

/-- The mean of a quantity over the twelve vertices. -/
def icosaMean (f : Vertex → ℝ) : ℝ := (∑ v, f v) / 12

/-- Parallel Raman intensity: the vertex mean of `(nᵀ A n)²`. -/
def parallel (A : Matrix (Fin 3) (Fin 3) ℝ) : ℝ :=
  icosaMean fun v => (vertex v ⬝ᵥ A *ᵥ vertex v) ^ 2

/-- Perpendicular Raman intensity: light polarised along row 0 of the frame `F v`
is detected along rows 1 and 2, and the two squared responses are averaged. -/
def perpendicular (F : Vertex → Matrix (Fin 3) (Fin 3) ℝ)
    (A : Matrix (Fin 3) (Fin 3) ℝ) : ℝ :=
  icosaMean fun v => ((F v 1 ⬝ᵥ A *ᵥ F v 0) ^ 2 + (F v 2 ⬝ᵥ A *ᵥ F v 0) ^ 2) / 2

/-- The squared anisotropy of a symmetric polarisability, in Cartesian components. -/
def anisotropySq (A : Matrix (Fin 3) (Fin 3) ℝ) : ℝ :=
  ((A 0 0 - A 1 1) ^ 2 + (A 1 1 - A 2 2) ^ 2 + (A 2 2 - A 0 0) ^ 2) / 2
    + 3 * (A 0 1 ^ 2 + A 1 2 ^ 2 + A 0 2 ^ 2)

/-- The golden ratio satisfies `φ⁴ = 3φ² - 1`. -/
theorem phi_fourth : phi ^ 4 = 3 * phi ^ 2 - 1 := by
  have h : phi ^ 2 = phi + 1 := by
    have h5 : √5 ^ 2 = (5 : ℝ) := Real.sq_sqrt (by norm_num)
    unfold phi
    linear_combination h5 / 4
  linear_combination (phi ^ 2 + phi - 1) * h

/-- The scale factor normalises the squared vertex length `1 + φ²`. -/
theorem scale_sq : scale ^ 2 * (1 + phi ^ 2) = 1 := by
  have hp : 0 < 1 + phi ^ 2 := by positivity
  rw [scale, inv_pow, Real.sq_sqrt hp.le]
  exact inv_mul_cancel₀ hp.ne'

/-- For any real matrix `A`, the vertex mean of `(nᵀ A n)²` is
`((tr A)² + tr A² + tr A Aᵀ)/15`. -/
theorem parallel_general (A : Matrix (Fin 3) (Fin 3) ℝ) :
    parallel A = (A.trace ^ 2 + (A * A).trace + (A * Aᵀ).trace) / 15 := by
  have hq : ∀ v, vertex v ⬝ᵥ A *ᵥ vertex v
      = scale ^ 2 * (corner v ⬝ᵥ A *ᵥ corner v) := by
    intro v
    rw [vertex, Matrix.mulVec_smul, dotProduct_smul, smul_dotProduct, smul_eq_mul,
      smul_eq_mul]
    ring
  -- the sum over unnormalised vertices, where the golden ratio enters
  have hs : ∑ v, (corner v ⬝ᵥ A *ᵥ corner v) ^ 2 = 4 / 5 * (1 + phi ^ 2) ^ 2 *
      (A.trace ^ 2 + (A * A).trace + (A * Aᵀ).trace) := by
    simp only [Fintype.sum_prod_type, Fintype.sum_bool, Fin.sum_univ_three, corner, sgn,
      Matrix.mulVec, dotProduct, Matrix.trace, Matrix.diag_apply, Matrix.mul_apply,
      Matrix.transpose_apply, Matrix.cons_val_zero, Matrix.cons_val_one, Matrix.cons_val]
    linear_combination (8 / 5 * (A 0 0 ^ 2 + A 1 1 ^ 2 + A 2 2 ^ 2)
      - 4 / 5 * (2 * (A 0 0 * A 1 1 + A 1 1 * A 2 2 + A 0 0 * A 2 2)
        + (A 0 1 + A 1 0) ^ 2 + (A 1 2 + A 2 1) ^ 2 + (A 0 2 + A 2 0) ^ 2)) * phi_fourth
  have h1 : (scale ^ 2) ^ 2 * (1 + phi ^ 2) ^ 2 = 1 := by
    rw [← mul_pow, scale_sq, one_pow]
  simp only [parallel, icosaMean, hq, mul_pow _ (_ ⬝ᵥ _)]
  rw [← Finset.mul_sum, hs]
  linear_combination (A.trace ^ 2 + (A * A).trace + (A * Aᵀ).trace) / 15 * h1

/-- For a symmetric polarisability, the mean of `(nᵀ A n)²` over the twelve icosahedron vertices is
`(2 tr A² + (tr A)²)/15`. -/
theorem icosahedral_raman_average (A : Matrix (Fin 3) (Fin 3) ℝ) (hA : A.IsSymm) :
    icosaMean (fun v => (vertex v ⬝ᵥ A *ᵥ vertex v) ^ 2)
      = (2 * (A * A).trace + A.trace ^ 2) / 15 := by
  have h := parallel_general A
  rw [hA.eq] at h
  unfold parallel at h
  rw [h]
  ring

/-- The vertex mean of the squared induced dipole `|A n|²` is `tr(A Aᵀ)/3`. -/
theorem induced_dipole_mean (A : Matrix (Fin 3) (Fin 3) ℝ) :
    icosaMean (fun v => (A *ᵥ vertex v) ⬝ᵥ (A *ᵥ vertex v)) = (A * Aᵀ).trace / 3 := by
  have hq : ∀ v, (A *ᵥ vertex v) ⬝ᵥ (A *ᵥ vertex v)
      = scale ^ 2 * ((A *ᵥ corner v) ⬝ᵥ (A *ᵥ corner v)) := by
    intro v
    rw [vertex, Matrix.mulVec_smul, dotProduct_smul, smul_dotProduct, smul_eq_mul,
      smul_eq_mul]
    ring
  have hs : ∑ v, (A *ᵥ corner v) ⬝ᵥ (A *ᵥ corner v)
      = 4 * (1 + phi ^ 2) * (A * Aᵀ).trace := by
    simp only [Fintype.sum_prod_type, Fintype.sum_bool, Fin.sum_univ_three, corner, sgn,
      Matrix.mulVec, dotProduct, Matrix.trace, Matrix.diag_apply, Matrix.mul_apply,
      Matrix.transpose_apply, Matrix.cons_val_zero, Matrix.cons_val_one, Matrix.cons_val]
    ring
  simp only [icosaMean, hq]
  rw [← Finset.mul_sum, hs]
  linear_combination (A * Aᵀ).trace / 3 * scale_sq

/-- The squared length of a vector is the sum of its squared components along the
rows of an orthonormal frame. -/
theorem frame_complete (M : Matrix (Fin 3) (Fin 3) ℝ) (hM : M * Mᵀ = 1) (w : Fin 3 → ℝ) :
    (M 0 ⬝ᵥ w) ^ 2 + (M 1 ⬝ᵥ w) ^ 2 + (M 2 ⬝ᵥ w) ^ 2 = w ⬝ᵥ w := by
  have hM' : Mᵀ * M = 1 := mul_eq_one_comm.mp hM
  have key : (M *ᵥ w) ⬝ᵥ (M *ᵥ w) = w ⬝ᵥ w := by
    rw [Matrix.dotProduct_mulVec, ← Matrix.mulVec_transpose, Matrix.mulVec_mulVec, hM',
      Matrix.one_mulVec]
  have e : (M *ᵥ w) ⬝ᵥ (M *ᵥ w) = (M 0 ⬝ᵥ w) * (M 0 ⬝ᵥ w) + (M 1 ⬝ᵥ w) * (M 1 ⬝ᵥ w)
      + (M 2 ⬝ᵥ w) * (M 2 ⬝ᵥ w) :=
    Fin.sum_univ_three (fun i => (M *ᵥ w) i * (M *ᵥ w) i)
  linear_combination key - e

/-- For a symmetric polarisability, and orthonormal frames whose first axis is the vertex direction,
the parallel intensity is `a² + 4γ²/45` and the perpendicular one `γ²/15`, where `a = tr A / 3` and
`γ²` is the squared anisotropy. -/
theorem raman_intensities (A : Matrix (Fin 3) (Fin 3) ℝ) (hA : A.IsSymm)
    (F : Vertex → Matrix (Fin 3) (Fin 3) ℝ) (hF : ∀ v, F v * (F v)ᵀ = 1)
    (h0 : ∀ v, F v 0 = vertex v) :
    parallel A = (A.trace / 3) ^ 2 + 4 * anisotropySq A / 45 ∧
      perpendicular F A = anisotropySq A / 15 := by
  have hg : anisotropySq A = (3 * (A * A).trace - A.trace ^ 2) / 2 := by
    have h10 : A 1 0 = A 0 1 := hA.apply 0 1
    have h20 : A 2 0 = A 0 2 := hA.apply 0 2
    have h21 : A 2 1 = A 1 2 := hA.apply 1 2
    simp only [anisotropySq, Matrix.trace, Matrix.diag_apply, Matrix.mul_apply,
      Fin.sum_univ_three, h10, h20, h21]
    ring
  have h1 := icosahedral_raman_average A hA
  have h2 := induced_dipole_mean A
  rw [hA.eq] at h2
  -- the perpendicular response is the induced dipole without its parallel part
  have hv : ∀ v, ((F v 1 ⬝ᵥ A *ᵥ F v 0) ^ 2 + (F v 2 ⬝ᵥ A *ᵥ F v 0) ^ 2) / 2
      = ((A *ᵥ vertex v) ⬝ᵥ (A *ᵥ vertex v) - (vertex v ⬝ᵥ A *ᵥ vertex v) ^ 2) / 2 := by
    intro v
    have h := frame_complete (F v) (hF v) (A *ᵥ vertex v)
    rw [h0 v] at h ⊢
    linarith
  constructor
  · unfold parallel
    rw [h1, hg]
    ring
  · unfold perpendicular
    unfold icosaMean at h1 h2 ⊢
    rw [Finset.sum_congr rfl (fun v _ => hv v), ← Finset.sum_div,
      Finset.sum_sub_distrib, hg]
    linarith

/-- For a symmetric polarisability, and orthonormal frames whose first axis is the vertex direction,
the perpendicular intensity is at most `3/4` of the parallel one, with equality exactly when the
polarisability is traceless. -/
theorem depolarisation_bound (A : Matrix (Fin 3) (Fin 3) ℝ) (hA : A.IsSymm)
    (F : Vertex → Matrix (Fin 3) (Fin 3) ℝ) (hF : ∀ v, F v * (F v)ᵀ = 1)
    (h0 : ∀ v, F v 0 = vertex v) :
    perpendicular F A ≤ 3 / 4 * parallel A ∧
      (perpendicular F A = 3 / 4 * parallel A ↔ A.trace = 0) := by
  obtain ⟨h1, h2⟩ := raman_intensities A hA F hF h0
  rw [h1, h2]
  refine ⟨by nlinarith [sq_nonneg A.trace], fun h => ?_, fun h => ?_⟩
  · have ht : A.trace ^ 2 = 0 := by linarith
    exact pow_eq_zero_iff (two_ne_zero) |>.mp ht
  · rw [h]
    ring

/-- A frame whose first row has components `a`, `b` in a coordinate plane. -/
def planeFrame : Fin 3 → ℝ → ℝ → Matrix (Fin 3) (Fin 3) ℝ
  | 0, a, b => !![0, a, b; 1, 0, 0; 0, -b, a]
  | 1, a, b => !![b, 0, a; 0, 1, 0; a, 0, -b]
  | 2, a, b => !![a, b, 0; 0, 0, 1; -b, a, 0]

/-- An explicit laboratory frame for each vertex. -/
def labFrame (v : Vertex) : Matrix (Fin 3) (Fin 3) ℝ :=
  planeFrame v.1 (scale * sgn v.2.1) (scale * (sgn v.2.2 * phi))

/-- The explicit laboratory frames are orthonormal and have the vertex direction as
their first axis. -/
theorem labFrame_witness (v : Vertex) :
    labFrame v * (labFrame v)ᵀ = 1 ∧ labFrame v 0 = vertex v := by
  constructor
  · have h : (scale * sgn v.2.1) * (scale * sgn v.2.1)
        + (scale * (sgn v.2.2 * phi)) * (scale * (sgn v.2.2 * phi)) = 1 := by
      obtain ⟨k, s, t⟩ := v
      cases s <;> cases t <;> simp only [sgn] <;> linear_combination scale_sq
    unfold labFrame
    generalize scale * sgn v.2.1 = a at h ⊢
    generalize scale * (sgn v.2.2 * phi) = b at h ⊢
    generalize v.1 = k
    match k with
    | 0 | 1 | 2 =>
      ext i j
      fin_cases i <;> fin_cases j <;>
        simp [planeFrame, Matrix.mul_apply, Fin.sum_univ_three] <;>
        first
          | linear_combination h
          | linear_combination (0 : ℝ) * h
  · match v with
    | (0, s, t) | (1, s, t) | (2, s, t) =>
      ext i
      fin_cases i <;> simp [labFrame, planeFrame, vertex, corner]

end

end IcosahedralRaman
```

```lean
#print axioms IcosahedralRaman.icosahedral_raman_average
#print axioms IcosahedralRaman.depolarisation_bound
```

```
'IcosahedralRaman.icosahedral_raman_average' depends on axioms: [propext, Classical.choice, Quot.sound]
'IcosahedralRaman.depolarisation_bound' depends on axioms: [propext, Classical.choice, Quot.sound]
```

## How the golden ratio enters the proof

`phi_fourth` first obtains $\varphi^2=\varphi+1$ from $(\sqrt5)^2=5$. It then uses the factorisation

$$\varphi^4-3\varphi^2+1=(\varphi^2+\varphi-1)(\varphi^2-\varphi-1),$$

whose last factor vanishes. The tactic `linear_combination` checks such a step: the difference between the two sides of the goal must equal the stated multiple of a known equation, up to polynomial algebra.

`scale_sq` records that the directions have unit length. In `parallel_general`, the step `hq` pulls the normalisation out of the quadratic form, and `hs` evaluates the sum over unnormalised vertices. There `simp only` writes out all twelve terms and the traces in components. The coefficient given to `linear_combination` is $\tfrac85D-\tfrac45(2E+S)$, the multiple of $\varphi^4-3\varphi^2+1$ by which the expanded sum differs from its target. The final step restores the normalisation. `icosahedral_raman_average` then replaces $A^{\mathsf T}$ by $A$.

`induced_dipole_mean` has the same structure at second order. Its sum closes with `ring` alone, since no relation for $\varphi$ is needed there.

## From frames to the depolarisation bound

`frame_complete` is the Pythagorean step. For a square matrix $M$, $MM^{\mathsf T}=1$ implies $M^{\mathsf T}M=1$, so $|Mw|^2=|w|^2$ for every vector $w$; the components of $Mw$ are the projections of $w$ on the rows of $M$.

`raman_intensities` combines these results. Its step `hg` is the trace formula for $\gamma^2$, and `hv` applies completeness to $w=An$ at each vertex to isolate the perpendicular part. Averaging and linear arithmetic finish the argument. In `depolarisation_bound`, the inequality follows from $(\mathrm{tr}A)^2\ge0$, and equality forces that square to vanish.

The last theorem, `labFrame_witness`, shows that frames satisfying `hF` and `h0` exist. Every vertex lies in a coordinate plane, so `planeFrame` completes it with the coordinate axis normal to that plane and with the vertex direction turned by a right angle within the plane. The proof checks orthonormality entry by entry from $a^2+b^2=1$, where $a$ and $b$ now denote the two nonzero components of $n$, and then compares row 0 with `vertex v`.
